# In the model $I_0 + a/\sqrt{S} + bL/S$ of a charged layer with $b \neq 0$, the energy tends to $I_0$ as $S \to \infty$ if and only if $L/S \to 0$

The ionisation energy of a defect in a two-dimensional material, as computed in a periodic cell, is treated here as an explicit function of two real numbers, the lateral area $S$ of the periodic cell and its height $L$. The function has three terms: the isolated value $I_0$, a lateral term $a/\sqrt{S}$ and a vacuum term $bL/S$. This form is postulated for cells of one lateral shape whose height is not small compared with $\sqrt{S}$, with $I_0$, $a$ and $b$ independent of $S$ and $L$. Higher-order corrections are left out. In much flatter cells the form fails, because the periodic images above and below the defect are then closer than those in the plane.

The coefficient $a$ stands for the interaction between periodic images in the plane, whose spacing scales as $\sqrt{S}$. The coefficient $b$ stands for the electrostatic energy of the charged layer in its uniform compensating background, which grows with the height of the cell and falls as the charge per area is diluted.

## The energy as a function of the cell

```lean
import Mathlib

open Filter Topology

namespace ChargedSlabIonisation

noncomputable section
```

The first line loads Mathlib. The `open` line gives short access to the language of limits: `Tendsto f l (𝓝 x)` says that $f$ tends to $x$ along `l`, and `atTop` stands for "towards $+\infty$".

```lean
/-- Ionisation energy computed in a supercell of lateral area `S` and height `L`: the value `I0`
plus a lateral term `a / √S` and a vacuum term `b L / S`. -/
def ionisationEnergy (I0 a b S L : ℝ) : ℝ := I0 + a / √S + b * L / S
```

This is the model itself,
$$I(S,L) = I_0 + \frac{a}{\sqrt{S}} + \frac{bL}{S}.$$
All arguments are real numbers, and units are left to the reader. Conditions such as $b > 0$ appear only in the theorems that need them.

## Growing the area

```lean
/-- The lateral term `a / √S` vanishes as the area of the cell grows without bound. -/
theorem lateral_term_tendsto_zero {ι : Type*} {l : Filter ι} {S : ι → ℝ} (a : ℝ)
    (hS : Tendsto S l atTop) : Tendsto (fun n => a / √(S n)) l (𝓝 0) := by
  have hroot : Tendsto (fun n => √(S n)) l atTop := by
    refine tendsto_atTop.2 fun B => ?_
    filter_upwards [hS.eventually_ge_atTop (B ^ 2)] with n hn
    exact (le_abs_self B).trans (Real.abs_le_sqrt hn)
  exact hroot.const_div_atTop a
```

If $S_n \to \infty$, then $a/\sqrt{S_n} \to 0$. The index $n$ runs over any type `ι`, and the filter `l` says in which direction it runs. For an ordinary sequence, `ι` is the natural numbers and `l` is `atTop`; a continuous family of cells is covered as well.

By hand, take any bound $B$. Eventually $S_n \geq B^2$, hence $\sqrt{S_n} \geq |B| \geq B$, so $\sqrt{S_n} \to \infty$. A constant divided by a quantity that tends to infinity tends to zero. The proof follows these steps, with `filter_upwards` supplying the "eventually".

```lean
/-- If `b ≠ 0` and the area of the cells grows without bound, the ionisation energy tends to `I0 + b
c` exactly when the ratio of cell height to area tends to `c`. -/
theorem tendsto_ionisationEnergy_iff {ι : Type*} {l : Filter ι} {S L : ι → ℝ}
    (I0 a c : ℝ) {b : ℝ} (hb : b ≠ 0) (hS : Tendsto S l atTop) :
    Tendsto (fun n => ionisationEnergy I0 a b (S n) (L n)) l (𝓝 (I0 + b * c)) ↔
      Tendsto (fun n => L n / S n) l (𝓝 c) := by
  have hlat := lateral_term_tendsto_zero a hS
  constructor
  · intro h
    -- solve the energy formula for the ratio L / S
    have h' := ((h.sub_const I0).sub hlat).div_const b
    have e : (I0 + b * c - I0 - 0) / b = c := by
      rw [div_eq_iff hb]
      ring
    rw [e] at h'
    refine h'.congr fun n => ?_
    unfold ionisationEnergy
    rw [div_eq_iff hb]
    ring
  · intro h
    -- add the limits of the three terms
    have h' := (hlat.const_add I0).add (h.const_mul b)
    rw [add_zero] at h'
    refine h'.congr fun n => ?_
    unfold ionisationEnergy
    ring
```

Let $b \neq 0$ and $S_n \to \infty$. Then
$$I(S_n,L_n) \to I_0 + bc \quad\Longleftrightarrow\quad \frac{L_n}{S_n} \to c.$$

From right to left, add the limits of the three terms: $I_0$ is constant, $a/\sqrt{S_n} \to 0$ and $b\,L_n/S_n \to bc$.

From left to right, solve the model for the ratio:
$$\frac{L_n}{S_n} = \frac{I(S_n,L_n) - I_0 - a/\sqrt{S_n}}{b} \to \frac{I_0 + bc - I_0 - 0}{b} = c.$$
This is where $b \neq 0$ is used.

In Lean, `constructor` splits the equivalence into its two directions, with the left-to-right one first. In each, `h'` is the combined limit, and `congr` replaces the function inside it by an equal one, the equality being checked by `ring`.

```lean
/-- If `b ≠ 0` and the area of the cells grows without bound, the ionisation energy tends to the
isolated value `I0` exactly when the ratio of cell height to area tends to zero. -/
theorem tendsto_isolated_iff {ι : Type*} {l : Filter ι} {S L : ι → ℝ}
    (I0 a : ℝ) {b : ℝ} (hb : b ≠ 0) (hS : Tendsto S l atTop) :
    Tendsto (fun n => ionisationEnergy I0 a b (S n) (L n)) l (𝓝 I0) ↔
      Tendsto (fun n => L n / S n) l (𝓝 0) := by
  have h := tendsto_ionisationEnergy_iff (L := L) I0 a 0 hb hS
  rwa [mul_zero, add_zero] at h
```

Setting $c = 0$ gives the condition for the isolated value: as $S_n \to \infty$, the energy tends to $I_0$ if and only if $L_n/S_n \to 0$. The height may itself grow without bound, provided that it grows more slowly than the area. A fixed height also satisfies the condition, but such cells become ever flatter as $S$ grows and leave the range for which the model is meant.

## Where the energy diverges

```lean
/-- For `b > 0` and a fixed positive lateral area, the ionisation energy diverges to `+∞` as the
cell height tends to infinity. -/
theorem diverges_at_fixed_area (I0 a : ℝ) {b S : ℝ} (hb : 0 < b) (hS : 0 < S) :
    Tendsto (fun L => ionisationEnergy I0 a b S L) atTop atTop := by
  have hvac : Tendsto (fun L : ℝ => b * L / S) atTop atTop :=
    (tendsto_id.const_mul_atTop hb).atTop_div_const hS
  exact tendsto_atTop_add_const_left atTop (I0 + a / √S) hvac
```

Now $S > 0$ is fixed, $b > 0$, and only $L$ grows. The part $I_0 + a/\sqrt{S}$ is a constant, while $bL/S$ is $L$ times the positive number $b/S$. The sum therefore tends to $+\infty$. For a charged layer described by this three-term model, adding vacuum at fixed lateral size thus moves the computed energy away from the isolated value in the end, instead of converging it.

```lean
/-- For `b > 0`, even when the area grows without bound, the ionisation energy diverges to `+∞` if
the ratio of cell height to area does. -/
theorem diverges_of_ratio {ι : Type*} {l : Filter ι} {S L : ι → ℝ}
    (I0 a : ℝ) {b : ℝ} (hb : 0 < b) (hS : Tendsto S l atTop)
    (hr : Tendsto (fun n => L n / S n) l atTop) :
    Tendsto (fun n => ionisationEnergy I0 a b (S n) (L n)) l atTop := by
  have h := ((lateral_term_tendsto_zero a hS).const_add I0).add_atTop (hr.const_mul_atTop hb)
  refine h.congr fun n => ?_
  unfold ionisationEnergy
  ring
```

A growing area does not by itself prevent this. If $b > 0$ and $S_n \to \infty$, but also $L_n/S_n \to \infty$, then $I_0 + a/\sqrt{S_n}$ converges to $I_0$ while $b\,L_n/S_n$ tends to $+\infty$, and so does their sum.

## Limits that depend on the path

```lean
/-- For `b > 0`, every energy `E` above `I0` is the large-cell limit for some family of cells whose
height is proportional to their area. -/
theorem every_higher_limit_occurs (a : ℝ) {I0 b E : ℝ} (hb : 0 < b) (hE : I0 < E) :
    ∃ κ > 0, Tendsto (fun S => ionisationEnergy I0 a b S (κ * S)) atTop (𝓝 E) := by
  refine ⟨(E - I0) / b, div_pos (sub_pos.2 hE) hb, ?_⟩
  have e : I0 + b * ((E - I0) / b) = E := by
    rw [mul_div_cancel₀ _ hb.ne']
    ring
  have hratio : Tendsto (fun S : ℝ => (E - I0) / b * S / S) atTop (𝓝 ((E - I0) / b)) := by
    refine tendsto_const_nhds.congr' ?_
    filter_upwards [eventually_gt_atTop (0 : ℝ)] with S hS
    rw [eq_div_iff hS.ne']
  have h := (tendsto_ionisationEnergy_iff (S := fun S : ℝ => S)
    (L := fun S : ℝ => (E - I0) / b * S) I0 a ((E - I0) / b) hb.ne' tendsto_id).2 hratio
  rwa [e] at h
```

For $b > 0$ and any energy $E > I_0$, there is a constant $\kappa > 0$ such that cells of height $L = \kappa S$ give $E$ in the limit $S \to \infty$. The choice is
$$\kappa = \frac{E - I_0}{b}, \qquad I_0 + b\kappa = E.$$
Both numerator and denominator are positive, so $\kappa > 0$. For $S > 0$ the ratio $L/S$ equals $\kappa$, and the equivalence proved above gives the limit. A series of cells can thus converge smoothly to a value that is not the isolated one.

## Cells of fixed shape

```lean
/-- For cells of fixed aspect ratio `L = κ √S`, the finite-size error multiplied by `√S` is the
constant `a + b κ`. -/
theorem error_at_fixed_aspect_ratio (I0 a b κ : ℝ) {S : ℝ} (hS : 0 < S) :
    (ionisationEnergy I0 a b S (κ * √S) - I0) * √S = a + b * κ := by
  have hs : 0 < √S := Real.sqrt_pos.2 hS
  have hsq : √S * √S = S := Real.mul_self_sqrt hS.le
  have h1 : a / √S * √S = a := div_mul_cancel₀ a hs.ne'
  have h2 : b * (κ * √S) / S * √S = b * κ := by
    rw [div_mul_eq_mul_div, div_eq_iff hS.ne']
    linear_combination b * κ * hsq
  unfold ionisationEnergy
  linear_combination h1 + h2
```

Here $\kappa$ has a different meaning: it is the aspect ratio in $L = \kappa\sqrt{S}$, so that all cells have the same proportions. For every $S > 0$,
$$\bigl(I(S,\kappa\sqrt{S}) - I_0\bigr)\sqrt{S} = \frac{a}{\sqrt{S}}\sqrt{S} + \frac{b\kappa\sqrt{S}}{S}\sqrt{S} = a + b\kappa,$$
because $\sqrt{S}\,\sqrt{S} = S$. The facts `h1` and `h2` are the two products, and `linear_combination` checks that adding them gives the claim. The error is therefore exactly $(a + b\kappa)/\sqrt{S}$ at every size.

```lean
/-- Two cells of the same aspect ratio and different areas determine `I0` exactly by linear
extrapolation in `1 / √S`. -/
theorem two_cell_extrapolation (I0 a b κ : ℝ) {S₁ S₂ : ℝ} (h₁ : 0 < S₁) (h₁₂ : S₁ < S₂) :
    (√S₂ * ionisationEnergy I0 a b S₂ (κ * √S₂) - √S₁ * ionisationEnergy I0 a b S₁ (κ * √S₁))
      / (√S₂ - √S₁) = I0 := by
  have hne : √S₂ - √S₁ ≠ 0 := (sub_pos.2 (Real.sqrt_lt_sqrt h₁.le h₁₂)).ne'
  -- the unknown constant a + b κ drops out of the difference
  have e₁ := error_at_fixed_aspect_ratio I0 a b κ h₁
  have e₂ := error_at_fixed_aspect_ratio I0 a b κ (h₁.trans h₁₂)
  rw [div_eq_iff hne]
  linear_combination e₂ - e₁

end

end ChargedSlabIonisation
```

Take two areas $0 < S_1 < S_2$ at the same aspect ratio, and write $I_1$ and $I_2$ for their energies. The previous result gives
$$\sqrt{S_1}\,I_1 = \sqrt{S_1}\,I_0 + (a + b\kappa), \qquad \sqrt{S_2}\,I_2 = \sqrt{S_2}\,I_0 + (a + b\kappa).$$
Subtracting removes the unknown constant, and dividing by $\sqrt{S_2} - \sqrt{S_1} > 0$ leaves
$$\frac{\sqrt{S_2}\,I_2 - \sqrt{S_1}\,I_1}{\sqrt{S_2} - \sqrt{S_1}} = I_0.$$
In Lean, `e₁` and `e₂` are the two instances of the error formula, and `e₂ - e₁` is the subtraction. For supercell calculations this means that two cells of equal shape suffice for the isolated value, as long as terms beyond the three in the model are negligible.

The limiting case $S_2 \to S_1$ shows what the quotient measures. With $x = \sqrt{S}$, the product $xI = I_0x + (a + b\kappa)$ is a straight line in $x$, and the quotient becomes its derivative, which is again $I_0$.

```lean
#print axioms ChargedSlabIonisation.tendsto_ionisationEnergy_iff
#print axioms ChargedSlabIonisation.tendsto_isolated_iff
#print axioms ChargedSlabIonisation.every_higher_limit_occurs
#print axioms ChargedSlabIonisation.two_cell_extrapolation
```

```
'ChargedSlabIonisation.tendsto_ionisationEnergy_iff' depends on axioms: [propext, Classical.choice, Quot.sound]
'ChargedSlabIonisation.tendsto_isolated_iff' depends on axioms: [propext, Classical.choice, Quot.sound]
'ChargedSlabIonisation.every_higher_limit_occurs' depends on axioms: [propext, Classical.choice, Quot.sound]
'ChargedSlabIonisation.two_cell_extrapolation' depends on axioms: [propext, Classical.choice, Quot.sound]
```
